# For a matrix path through the identity with zero velocity, the second derivative of the determinant is the trace of the acceleration

The declaration `det_second_order` concerns a finite square real matrix M(t) whose entries are differentiable at every t, with M(0) = 1, M′(0) = 0 and M′ having derivative D at t = 0. It states that det M(t) is differentiable everywhere, that its first derivative vanishes at t = 0, and that its second derivative there is tr D. This is pure matrix calculus: no Hamiltonian or quantum state enters, and M(t) need not be symmetric or invertible away from t = 0. The proof expands the determinant over permutations, applies the product lemma `prod_second_order` to each term, and then shows that only the identity permutation contributes to the second derivative.

In Lean, a first try:

```lean
import Mathlib

open Matrix

namespace DetSecondOrder

noncomputable section

variable {n m : Type*} [Fintype n] [DecidableEq n] [Fintype m] [DecidableEq m]

omit [Fintype m] in
/-- Let differentiable factors all be stationary at `t = 0` and have second derivatives there. Then
their product is stationary at `t = 0`, and its second derivative there is the sum over factors of
one second derivative times the other factors. -/
theorem prod_second_order (u u' : m → ℝ → ℝ) (d : m → ℝ)
    (h1 : ∀ i t, HasDerivAt (u i) (u' i t) t) (h0 : ∀ i, u' i 0 = 0)
    (h2 : ∀ i, HasDerivAt (u' i) (d i) 0) (s : Finset m) : ∃ g : ℝ → ℝ,
    (∀ t, HasDerivAt (fun t => ∏ i ∈ s, u i t) (g t) t) ∧ g 0 = 0 ∧
      HasDerivAt g (∑ i ∈ s, d i * ∏ j ∈ s.erase i, u j 0) 0 := by
  induction s using Finset.induction_on with
  | empty =>
    refine ⟨fun _ => 0, fun t => ?_, rfl, ?_⟩
    · simp only [Finset.prod_empty]
      exact hasDerivAt_const t (1 : ℝ)
    · rw [Finset.sum_empty]
      exact hasDerivAt_const (0 : ℝ) (0 : ℝ)
  | insert a s ha ih =>
    obtain ⟨g, hg, hg0, hg2⟩ := ih
    have hsum : ∑ i ∈ s, d i * ∏ j ∈ (insert a s).erase i, u j 0 =
        u a 0 * ∑ i ∈ s, d i * ∏ j ∈ s.erase i, u j 0 := by
      rw [Finset.mul_sum]
      refine Finset.sum_congr rfl fun i hi => ?_
      have hai : a ≠ i := fun h => ha (h ▸ hi)
      rw [Finset.erase_insert_of_ne hai,
        Finset.prod_insert (fun h => ha (Finset.mem_of_mem_erase h)), mul_left_comm]
    refine ⟨fun t => u' a t * ∏ i ∈ s, u i t + u a t * g t, fun t => ?_, ?_, ?_⟩
    · simp only [Finset.prod_insert ha]
      exact (h1 a t).fun_mul (hg t)
    · simp only [h0, hg0, zero_mul, mul_zero, add_zero]
    · refine (((h2 a).fun_mul (hg 0)).fun_add ((h1 a 0).fun_mul hg2)).congr_deriv ?_
      rw [Finset.sum_insert ha, Finset.erase_insert ha, hsum]
      simp only [h0, hg0, mul_zero, zero_add, add_zero]

/-- If a differentiable matrix path starts at the identity with zero velocity and acceleration `D`,
its determinant is stationary at `t = 0` with second derivative `tr D`. -/
theorem det_second_order (M M' : ℝ → Matrix m m ℝ) (D : Matrix m m ℝ)
    (h1 : ∀ i j t, HasDerivAt (fun t => M t i j) (M' t i j) t) (hM : M 0 = 1) (hM' : M' 0 = 0)
    (h2 : ∀ i j, HasDerivAt (fun t => M' t i j) (D i j) 0) : ∃ g : ℝ → ℝ,
    (∀ t, HasDerivAt (fun t => (M t).det) (g t) t) ∧ g 0 = 0 ∧ HasDerivAt g D.trace 0 := by
  have key := fun p : Equiv.Perm m => prod_second_order (fun i t => M t (p i) i)
    (fun i t => M' t (p i) i) (fun i => D (p i) i) (fun i t => h1 (p i) i t)
    (fun i => by simp only [hM', Matrix.zero_apply]) (fun i => h2 (p i) i) Finset.univ
  choose g hg hg0 hg2 using key
  refine ⟨fun t => ∑ p : Equiv.Perm m, ((Equiv.Perm.sign p : ℤ) : ℝ) * g p t,
    fun t => ?_, ?_, ?_⟩
  · simp only [Matrix.det_apply']
    exact HasDerivAt.fun_sum fun p _ => (hg p t).const_mul _
  · simp only [hg0, mul_zero, Finset.sum_const_zero]
  · refine (HasDerivAt.fun_sum fun p _ => (hg2 p).const_mul _).congr_deriv ?_
    simp only [hM]
    -- a permutation fixing all indices but one is the identity
    rw [Finset.sum_eq_single (1 : Equiv.Perm m)]
    · simp [Matrix.trace]
    · intro p _ hp
      rw [Finset.sum_eq_zero, mul_zero]
      intro i _
      obtain ⟨j, hj, hpj⟩ : ∃ j, j ≠ i ∧ p j ≠ j := by
        by_contra hcon
        push Not at hcon
        apply hp
        ext k
        by_cases hk : k = i
        · subst hk
          by_contra hne
          exact hne (p.injective (hcon (p k) hne))
        · exact hcon k hk
      rw [Finset.prod_eq_zero (Finset.mem_erase.mpr ⟨hj, Finset.mem_univ j⟩)
        (Matrix.one_apply_ne hpj), mul_zero]
    · intro h
      exact absurd (Finset.mem_univ _) h

end

end DetSecondOrder
```

Lean reports:

```
Main.lean:63:4: error: unsolved goals
case refine_3
m : Type u_2
inst✝¹ : Fintype m
inst✝ : DecidableEq m
M M' : ℝ → Matrix m m ℝ
D : Matrix m m ℝ
h1 : ∀ (i j : m) (t : ℝ), HasDerivAt (fun t => M t i j) (M' t i j) t
hM : M 0 = 1
hM' : M' 0 = 0
h2 : ∀ (i j : m), HasDerivAt (fun t => M' t i j) (D i j) 0
g : Equiv.Perm m → ℝ → ℝ
hg : ∀ (p : Equiv.Perm m) (t : ℝ), HasDerivAt (fun t => ∏ i, M t (p i) i) (g p t) t
hg0 : ∀ (p : Equiv.Perm m), g p 0 = 0
hg2 : ∀ (p : Equiv.Perm m), HasDerivAt (g p) (∑ i, D (p i) i * ∏ j ∈ Finset.univ.erase i, M 0 (p j) j) 0
⊢ ∑ x, D x x * ∏ x ∈ Finset.univ.erase x, 1 (1 x) x = ∑ i, D i i
Main.lean:77:10: error: Tactic `rewrite` failed: Did not find an occurrence of the pattern
  ∏ j_1 ∈ Finset.univ.erase i, 1 (p j) j_1
in the target expression
  D (p i) i * ∏ x ∈ Finset.univ.erase i, 1 (p x) x = 0

case refine_3.h₀
m : Type u_2
inst✝¹ : Fintype m
inst✝ : DecidableEq m
M M' : ℝ → Matrix m m ℝ
D : Matrix m m ℝ
h1 : ∀ (i j : m) (t : ℝ), HasDerivAt (fun t => M t i j) (M' t i j) t
hM : M 0 = 1
hM' : M' 0 = 0
h2 : ∀ (i j : m), HasDerivAt (fun t => M' t i j) (D i j) 0
g : Equiv.Perm m → ℝ → ℝ
hg : ∀ (p : Equiv.Perm m) (t : ℝ), HasDerivAt (fun t => ∏ i, M t (p i) i) (g p t) t
hg0 : ∀ (p : Equiv.Perm m), g p 0 = 0
hg2 : ∀ (p : Equiv.Perm m), HasDerivAt (g p) (∑ i, D (p i) i * ∏ j ∈ Finset.univ.erase i, M 0 (p j) j) 0
p : Equiv.Perm m
a✝¹ : p ∈ Finset.univ
hp : p ≠ 1
i : m
a✝ : i ∈ Finset.univ
j : m
hj : j ≠ i
hpj : p j ≠ j
⊢ D (p i) i * ∏ x ∈ Finset.univ.erase i, 1 (p x) x = 0

Note: The target expression is not type-correct under the `implicit` transparency level, which may have triggered the failure. This is usually caused by unfolding of semireducible definitions in prior tactic steps. Use `set_option linter.tacticCheckInstances true` to investigate the source of the issue.
Full error:
  function expected
    D (p i)
```

The first error is in the identity permutation's term. `simp [Matrix.trace]` removes the sign but leaves the products of the entries `1 (1 x) x` unevaluated. The repair proves that the sign is 1 (`hs`) and that each product is 1 (`hprod`), then compares the sums term by term.

The second error is in the terms of the other permutations. The `rw` is given `Finset.prod_eq_zero` without its product being stated, so Lean has to infer the factor from `Matrix.one_apply_ne hpj`, which concerns the entry `1 (p j) j`. It lets only the column vary and keeps the row `p j` fixed, whereas in the goal both vary, as `1 (p x) x`. The pattern is therefore not found. Stating the intended product in `hz` fixes the factor correctly.

Lean also notes that the target is not type-correct at the `implicit` transparency level, which may have contributed. Both repairs finish with explicit terms using `congrArg`, so they need no rewriting inside the matrix expressions.

After these edits no error is left:

```diff
@@ -61,5 +61,11 @@
     -- a permutation fixing all indices but one is the identity
     rw [Finset.sum_eq_single (1 : Equiv.Perm m)]
-    · simp [Matrix.trace]
+    · have hs : ((Equiv.Perm.sign (1 : Equiv.Perm m) : ℤ) : ℝ) = 1 := by simp
+      have hprod : ∀ i, ∏ j ∈ Finset.univ.erase i,
+          (1 : Matrix m m ℝ) ((1 : Equiv.Perm m) j) j = 1 :=
+        fun i => Finset.prod_eq_one fun j _ => Matrix.one_apply_eq j
+      rw [hs, one_mul, Matrix.trace]
+      exact Finset.sum_congr rfl fun i _ =>
+        (congrArg (fun x => D i i * x) (hprod i)).trans (mul_one (D i i))
     · intro p _ hp
       rw [Finset.sum_eq_zero, mul_zero]
@@ -75,6 +81,8 @@
           exact hne (p.injective (hcon (p k) hne))
         · exact hcon k hk
-      rw [Finset.prod_eq_zero (Finset.mem_erase.mpr ⟨hj, Finset.mem_univ j⟩)
-        (Matrix.one_apply_ne hpj), mul_zero]
+      have hz : ∏ k ∈ Finset.univ.erase i, (1 : Matrix m m ℝ) (p k) k = 0 :=
+        Finset.prod_eq_zero (Finset.mem_erase.mpr ⟨hj, Finset.mem_univ j⟩)
+          (Matrix.one_apply_ne hpj)
+      exact (congrArg (fun x => D (p i) i * x) hz).trans (mul_zero (D (p i) i))
     · intro h
       exact absurd (Finset.mem_univ _) h
```
